# In a finite model, a core hole causes energy loss from a nondegenerate ground state exactly when that state is not an eigenstate of the core-hole potential

Take valence electrons with two states, a ground state $g=(1,0)$ at energy $0$ and an excited state $f=(0,1)$ at energy $\Delta>0$. In indirect resonant inelastic x-ray scattering (RIXS), an absorbed photon creates a core hole, and the potential of the hole acts on the valence electrons until the hole is filled. If they are left in $f$, the emitted photon has lost the energy $\Delta$. Write

$$
H_0=\begin{pmatrix}0&0\\0&\Delta\end{pmatrix},\qquad
V=\begin{pmatrix}u&\bar t\\t&w\end{pmatrix},
$$

with $u,w$ real and $t$ complex, for the valence Hamiltonian and the core-hole potential. At a complex energy $z$, the amplitude for ending in $f$ is the lower left entry of a $2\times2$ inverse:

$$
\langle f,(z-H_0-V)^{-1}g\rangle=\frac{t}{(z-u)(z-\Delta-w)-|t|^2}.
$$

The denominator is the determinant of $z-H_0-V$, which is nonzero for nonreal $z$. The loss therefore vanishes exactly when $t=0$, that is, when $g$ is an eigenstate of $V$. The diagonal entries $u$ and $w$ shift the resonance but cannot open the loss channel. This formula is an illustration and is not part of the Lean development, which treats Hermitian matrices of any finite size.

## States, propagator and amplitude

The valence states are complex vectors indexed by a finite set, called `n` in Lean; the letter stands for the set and not for its size. The matrices $H_0$ and $V$ may be many-body operators in a finite basis, so interactions are allowed.

```lean
import Mathlib

open Matrix
open scoped ComplexOrder

namespace IndirectRIXS

noncomputable section

variable {n : Type*} [Fintype n] [DecidableEq n]
```

An eigenstate of $A$ is a nonzero vector $f$ with $Af=\varepsilon f$ and $\varepsilon$ real. It need not be normalised. The same definition serves for $V$, where the "energy" is simply an eigenvalue of the potential.

```lean
/-- The nonzero vector `f` is an eigenstate of `A` with real energy `ε`. -/
def IsEigenstate (A : Matrix n n ℂ) (ε : ℝ) (f : n → ℂ) : Prop :=
  f ≠ 0 ∧ A *ᵥ f = (ε : ℂ) • f
```

While the core hole is present, the valence electrons evolve under $H_0+V$. Their propagator is

$$R=(z-H_0-V)^{-1}.$$

The real part of $z$ is set by the initial energy and the incoming photon energy, measured from the core excitation energy. The imaginary part stands for the half-width that the finite lifetime of the core hole gives to the intermediate state. The theorems ask only that it be nonzero.

```lean
/-- The intermediate-state propagator `(z - H0 - V)⁻¹` with core-hole potential `V`,
for `z` outside the spectrum of `H0 + V`. -/
def resolvent (H0 V : Matrix n n ℂ) (z : ℂ) : Matrix n n ℂ :=
  (z • (1 : Matrix n n ℂ) - H0 - V)⁻¹
```

The amplitude is $\langle f,Rg\rangle$, with the inner product $\langle x,y\rangle=\sum_i\bar x_i y_i$, written `star x ⬝ᵥ y` in Lean. For unnormalised vectors, the physical amplitude is this number divided by $\|f\|\,\|g\|$, which does not affect whether it vanishes.

The step from here to a measured spectrum is the replacement of the full scattering amplitude by this matrix element. It assumes a single core-hole site and dipole transitions that contribute only a constant factor, with the photoexcited electron as a spectator.

```lean
/-- The scattering amplitude `⟨f, (z - H0 - V)⁻¹ g⟩` from `g` to `f`,
for `z` outside the spectrum of `H0 + V`. -/
def amplitude (H0 V : Matrix n n ℂ) (z : ℂ) (f g : n → ℂ) : ℂ :=
  star f ⬝ᵥ (resolvent H0 V z *ᵥ g)
```

## Real eigenvalues and an invertible propagator

For Hermitian $A$,

$$\langle Ax,y\rangle=x^\dagger A^\dagger y=x^\dagger Ay=\langle x,Ay\rangle .$$

```lean
omit [DecidableEq n] in
/-- A Hermitian matrix can be moved from one side of the inner product to the other. -/
theorem hermitian_move {A : Matrix n n ℂ} (hA : A.IsHermitian) (x y : n → ℂ) :
    star (A *ᵥ x) ⬝ᵥ y = star x ⬝ᵥ (A *ᵥ y) := by
  rw [Matrix.star_mulVec, hA.eq, ← Matrix.dotProduct_mulVec]
```

If $Av=\mu v$ with $v\neq0$, setting $x=y=v$ gives

$$\bar\mu\,\langle v,v\rangle=\mu\,\langle v,v\rangle .$$

Since $\langle v,v\rangle\neq0$, it can be cancelled, and $\mu$ is real.

```lean
omit [DecidableEq n] in
/-- An eigenvalue of a Hermitian matrix is real. -/
theorem eigenvalue_real {A : Matrix n n ℂ} (hA : A.IsHermitian) {μ : ℂ} {v : n → ℂ}
    (hv : v ≠ 0) (h : A *ᵥ v = μ • v) : (μ.re : ℂ) = μ := by
  have h1 := hermitian_move hA v v
  rw [h, star_smul, smul_dotProduct, dotProduct_smul, smul_eq_mul, smul_eq_mul] at h1
  have hN : star v ⬝ᵥ v ≠ 0 := fun h0 => hv (dotProduct_star_self_eq_zero.mp h0)
  exact Complex.conj_eq_iff_re.mp (mul_right_cancel₀ hN h1)
```

For two eigenstates $g$ and $f$ of $A$, with energies $E$ and $\varepsilon$, the same identity gives

$$E\langle g,f\rangle=\langle Ag,f\rangle=\langle g,Af\rangle=\varepsilon\langle g,f\rangle .$$

Either the energies agree or the overlap is zero. The lemma keeps the product form, which is convenient when levels are degenerate.

```lean
omit [DecidableEq n] in
/-- Two eigenstates of a Hermitian matrix have equal energies or zero overlap. -/
theorem energy_overlap {A : Matrix n n ℂ} (hA : A.IsHermitian) {E ε : ℝ} {g f : n → ℂ}
    (hg : IsEigenstate A E g) (hf : IsEigenstate A ε f) :
    (E : ℂ) * (star g ⬝ᵥ f) = ε * (star g ⬝ᵥ f) := by
  have h := hermitian_move hA g f
  rw [hg.2, hf.2] at h
  simpa only [star_smul, smul_dotProduct, dotProduct_smul, smul_eq_mul,
    Complex.star_def, Complex.conj_ofReal] using h
```

Suppose that $z-H_0-V$ were singular. It would send some nonzero $v$ to zero, so

$$(H_0+V)v=zv .$$

The sum $H_0+V$ is Hermitian, so $z$ would be real, against the assumption. The inverse in the propagator is therefore a genuine one for nonreal $z$.

```lean
/-- For Hermitian `H0` and `V` and nonreal `z`, the matrix `z - H0 - V` is invertible. -/
theorem det_ne_zero {H0 V : Matrix n n ℂ} (hH : H0.IsHermitian) (hV : V.IsHermitian)
    {z : ℂ} (hz : z.im ≠ 0) : (z • (1 : Matrix n n ℂ) - H0 - V).det ≠ 0 := by
  intro h
  obtain ⟨v, hv, h0⟩ := Matrix.exists_mulVec_eq_zero_iff.mpr h
  simp only [Matrix.sub_mulVec, Matrix.smul_mulVec, Matrix.one_mulVec] at h0
  rw [sub_sub, sub_eq_zero] at h0
  have hr := eigenvalue_real (hH.add hV) hv ((Matrix.add_mulVec _ _ _).trans h0.symm)
  exact hz (by rw [← hr]; exact Complex.ofReal_im _)
```

## What is orthogonal to every other final state

A Hermitian matrix has an orthonormal basis of eigenstates $b_i$. If $x$ is orthogonal to every eigenstate, then

$$x=\sum_i\langle b_i,x\rangle\,b_i=0 .$$

Lean takes the basis from Mathlib's spectral theorem and shows that all coordinates of $x$ vanish. The two bullets check that each basis vector is nonzero and satisfies the eigenvalue equation.

```lean
/-- A vector orthogonal to every eigenstate of a Hermitian matrix is zero. -/
theorem eigenstates_complete {A : Matrix n n ℂ} (hA : A.IsHermitian) {x : n → ℂ}
    (h : ∀ f ε, IsEigenstate A ε f → star f ⬝ᵥ x = 0) : x = 0 := by
  have h0 : hA.eigenvectorBasis.repr (WithLp.toLp 2 x) = 0 := by
    ext i
    rw [OrthonormalBasis.repr_apply_apply, EuclideanSpace.inner_eq_star_dotProduct,
      dotProduct_comm]
    refine h _ (hA.eigenvalues i) ⟨fun hb => ?_, ?_⟩
    · apply hA.eigenvectorBasis.orthonormal.ne_zero i
      ext j
      exact congrFun hb j
    · refine (hA.mulVec_eigenvectorBasis i).trans ?_
      ext j
      simp [Pi.smul_apply, Complex.real_smul]
  have h1 := hA.eigenvectorBasis.repr.injective (h0.trans (map_zero _).symm)
  exact congrArg WithLp.ofLp h1
```

Now let $g$ be an eigenstate of $A$ with energy $E$, and let $x$ be orthogonal to every eigenstate that is itself orthogonal to $g$. Then $x$ is a multiple of $g$. To see this, put

$$c=\frac{\langle g,x\rangle}{\langle g,g\rangle},\qquad w=x-cg,$$

so that $\langle g,w\rangle=0$. (This $w$ is a vector, unrelated to the matrix entry used earlier.) By completeness, it is enough to show $\langle b,w\rangle=0$ for an arbitrary eigenstate $b$ with energy $\varepsilon$. Remove its $g$ component:

$$a=\frac{\langle g,b\rangle}{\langle g,g\rangle},\qquad f=b-ag,\qquad \langle g,f\rangle=0 .$$

The overlap identity gives $aE=a\varepsilon$, hence

$$Af=\varepsilon b-aEg=\varepsilon(b-ag)=\varepsilon f .$$

So $f$ is either zero or an eigenstate orthogonal to $g$, and in both cases $\langle f,x\rangle=0$. Therefore

$$\langle b,w\rangle=\langle f,x\rangle-c\,\langle f,g\rangle+\bar a\,\langle g,w\rangle=0 .$$

In Lean the vector $f$ is written out as `b - a • g`. The facts `hgw`, `hgf`, `hae`, `hfx` and `hfg` are the equations above, and the last rewriting combines them.

```lean
/-- Let `g` be an eigenstate of a Hermitian matrix. A vector orthogonal to all eigenstates
that are themselves orthogonal to `g` is a multiple of `g`. -/
theorem multiple_of_initial {A : Matrix n n ℂ} (hA : A.IsHermitian) {E : ℝ} {g x : n → ℂ}
    (hg : IsEigenstate A E g)
    (h : ∀ f ε, IsEigenstate A ε f → star g ⬝ᵥ f = 0 → star f ⬝ᵥ x = 0) :
    ∃ c : ℂ, x = c • g := by
  have hN : star g ⬝ᵥ g ≠ 0 := fun h0 => hg.1 (dotProduct_star_self_eq_zero.mp h0)
  refine ⟨(star g ⬝ᵥ x) / (star g ⬝ᵥ g), sub_eq_zero.mp (eigenstates_complete hA ?_)⟩
  intro b ε hb
  obtain ⟨c, hc⟩ : ∃ c, c = (star g ⬝ᵥ x) / (star g ⬝ᵥ g) := ⟨_, rfl⟩
  obtain ⟨a, ha⟩ : ∃ a, a = (star g ⬝ᵥ b) / (star g ⬝ᵥ g) := ⟨_, rfl⟩
  rw [← hc]
  have hgw : star g ⬝ᵥ (x - c • g) = 0 := by
    rw [dotProduct_sub, dotProduct_smul, smul_eq_mul, hc, div_mul_cancel₀ _ hN, sub_self]
  -- remove the `g` component from `b`; the energy is unchanged
  have hgf : star g ⬝ᵥ (b - a • g) = 0 := by
    rw [dotProduct_sub, dotProduct_smul, smul_eq_mul, ha, div_mul_cancel₀ _ hN, sub_self]
  have hae : a * (E : ℂ) = a * ε := by
    rw [ha, div_mul_eq_mul_div, div_mul_eq_mul_div, mul_comm _ (E : ℂ),
      energy_overlap hA hg hb, mul_comm]
  have hfx : star (b - a • g) ⬝ᵥ x = 0 := by
    by_cases hf : b - a • g = 0
    · rw [hf, star_zero, zero_dotProduct]
    · refine h _ ε ⟨hf, ?_⟩ hgf
      rw [Matrix.mulVec_sub, Matrix.mulVec_smul, hb.2, hg.2, smul_sub, smul_smul,
        smul_smul, hae, mul_comm a]
  have hfg : star (b - a • g) ⬝ᵥ g = 0 := by
    rw [Matrix.star_dotProduct, hgf, star_zero]
  have hsplit : b = (b - a • g) + a • g := (sub_add_cancel _ _).symm
  rw [hsplit, star_add, add_dotProduct, star_smul, smul_dotProduct, hgw, smul_zero,
    add_zero, dotProduct_sub, dotProduct_smul, hfx, hfg, smul_zero, sub_zero]
```

## When all orthogonal final states are dark

The first theorem takes Hermitian $H_0$ and $V$, a nonreal $z$ and an eigenstate $g$ of $H_0$ with energy $E$. It says that

$$
\langle f,Rg\rangle=0\ \text{ for all eigenstates } f \text{ of } H_0 \text{ with } \langle g,f\rangle=0
\quad\Longleftrightarrow\quad
Vg=vg\ \text{ for some real } v .
$$

The left side ranges over every eigenstate orthogonal to $g$, including all superpositions within a degenerate level. The right side does not contain $z$. If all these amplitudes vanish at one nonreal $z$, they vanish at every other, although a single amplitude may have isolated zeros.

Suppose first that the amplitudes vanish. The previous lemma, applied to $x=Rg$, gives $Rg=cg$. Acting with $z-H_0-V$ yields

$$g=c\,(z-E)\,g-c\,Vg .$$

Here $c\neq0$, since otherwise $g=0$. Dividing by $c$ gives

$$Vg=\left(z-E-\frac1c\right)g,$$

and the eigenvalue is real because $V$ is Hermitian.

Conversely, let $Vg=vg$. Then $(z-H_0-V)g=(z-E-v)g$, so

$$(z-E-v)\,Rg=g .$$

The factor has the same imaginary part as $z$ and is nonzero. The propagator only rescales $g$, and

$$\langle f,Rg\rangle=\frac{\langle f,g\rangle}{z-E-v}=0 .$$

The two bullets of the proof are these two directions. In each, `h1` is the equation obtained by acting with $z-H_0-V$.

```lean
/-- For Hermitian `H0` and `V`, an eigenstate `g` of `H0` and nonreal `z`, the amplitude to
every eigenstate of `H0` orthogonal to `g` vanishes if and only if `g` is an eigenstate
of the core-hole potential `V`. -/
theorem amplitudes_vanish_iff {H0 V : Matrix n n ℂ} (hH : H0.IsHermitian)
    (hV : V.IsHermitian) {z : ℂ} (hz : z.im ≠ 0) {E : ℝ} {g : n → ℂ}
    (hg : IsEigenstate H0 E g) :
    (∀ f ε, IsEigenstate H0 ε f → star g ⬝ᵥ f = 0 → amplitude H0 V z f g = 0) ↔
      ∃ v : ℝ, IsEigenstate V v g := by
  have hdet := isUnit_iff_ne_zero.mpr (det_ne_zero hH hV hz)
  constructor
  · intro h
    -- the propagated state is proportional to `g`
    obtain ⟨c, hc⟩ := multiple_of_initial hH hg h
    have h1 : (z • (1 : Matrix n n ℂ) - H0 - V) *ᵥ (resolvent H0 V z *ᵥ g) = g := by
      rw [resolvent, Matrix.mulVec_mulVec, Matrix.mul_nonsing_inv _ hdet, Matrix.one_mulVec]
    rw [hc, Matrix.mulVec_smul] at h1
    simp only [Matrix.sub_mulVec, Matrix.smul_mulVec, Matrix.one_mulVec, hg.2] at h1
    have hc0 : c ≠ 0 := by
      intro h0
      rw [h0, zero_smul] at h1
      exact hg.1 h1.symm
    have h2 := (eq_inv_smul_iff₀ hc0).mpr h1
    have h3 : V *ᵥ g = (z - E - c⁻¹) • g := by
      rw [sub_smul, sub_smul, ← h2]
      abel
    exact ⟨(z - E - c⁻¹).re, hg.1, by rw [eigenvalue_real hV hg.1 h3]; exact h3⟩
  · rintro ⟨v, -, hv⟩ f ε - hgf
    -- on a common eigenstate the propagator is a number
    have h1 : (z • (1 : Matrix n n ℂ) - H0 - V) *ᵥ g = (z - E - v) • g := by
      simp only [Matrix.sub_mulVec, Matrix.smul_mulVec, Matrix.one_mulVec, hg.2, hv, sub_smul]
    have h2 : (z - E - v) • (resolvent H0 V z *ᵥ g) = g := by
      rw [← Matrix.mulVec_smul, ← h1, resolvent, Matrix.mulVec_mulVec,
        Matrix.nonsing_inv_mul _ hdet, Matrix.one_mulVec]
    have hne : z - E - v ≠ 0 := fun h0 => hz (by simpa using congrArg Complex.im h0)
    have h3 : (z - E - v) * amplitude H0 V z f g = 0 := by
      rw [amplitude, ← smul_eq_mul, ← dotProduct_smul, h2, Matrix.star_dotProduct, hgf,
        star_zero]
    exact (mul_eq_zero.mp h3).resolve_left hne
```

## Energy loss from a nondegenerate ground state

A final state orthogonal to $g$ need not have a different energy, so a nonzero amplitude is not yet an energy loss. The second theorem adds the hypothesis `hground`: every eigenstate of $H_0$ orthogonal to $g$ has energy strictly above $E$. This says that $g$ is a nondegenerate ground state. The conclusion is

$$
\text{some eigenstate of } H_0 \text{ with } \varepsilon>E \text{ has } \langle f,Rg\rangle\neq0
\quad\Longleftrightarrow\quad
g \text{ is not an eigenstate of } V .
$$

If such an $f$ exists, then $E\neq\varepsilon$ and the overlap identity forces $\langle g,f\rangle=0$. An orthogonal final state is therefore reached, and by the first theorem $g$ is not an eigenstate of $V$. In the other direction, the first theorem supplies an orthogonal $f$ with nonzero amplitude, and `hground` places it above $E$.

For a simulation of indirect RIXS on a finite cluster with a nondegenerate ground state, and under the assumptions stated with the amplitude, this decides from $g$ and $V$ alone whether any loss channel is open. It does not say how strong the loss is.

```lean
/-- Let `H0` and `V` be Hermitian, `z` nonreal, and `g` a nondegenerate ground state of `H0`.
Some eigenstate of `H0` with higher energy is reached with nonzero amplitude if and only if
`g` is not an eigenstate of `V`. -/
theorem energy_loss_iff {H0 V : Matrix n n ℂ} (hH : H0.IsHermitian)
    (hV : V.IsHermitian) {z : ℂ} (hz : z.im ≠ 0) {E : ℝ} {g : n → ℂ}
    (hg : IsEigenstate H0 E g)
    (hground : ∀ f ε, IsEigenstate H0 ε f → star g ⬝ᵥ f = 0 → E < ε) :
    (∃ f ε, IsEigenstate H0 ε f ∧ E < ε ∧ amplitude H0 V z f g ≠ 0) ↔
      ¬ ∃ v : ℝ, IsEigenstate V v g := by
  rw [← amplitudes_vanish_iff hH hV hz hg]
  constructor
  · rintro ⟨f, ε, hf, hlt, hne⟩ h
    refine hne (h f ε hf ?_)
    by_contra h0
    exact hlt.ne (Complex.ofReal_injective (mul_right_cancel₀ h0 (energy_overlap hH hg hf)))
  · intro h
    push Not at h
    obtain ⟨f, ε, hf, hgf, hne⟩ := h
    exact ⟨f, ε, hf, hground f ε hf hgf, hne⟩
```

Degeneracy breaks the link between leaving $g$ and losing energy. Take

$$
H_0=0,\qquad g=(1,0),\qquad V=\begin{pmatrix}0&1\\1&0\end{pmatrix}.
$$

Then $Vg=(0,1)$ is not a multiple of $g$, but every eigenstate of $H_0$ has energy $0$, since $0=H_0f=\varepsilon f$ with $f\neq0$. The formula for two levels gives the amplitude $1/(z^2-1)$ for reaching $(0,1)$: the electrons change state and the photon loses nothing. The strict inequality in `hground` thus cannot be relaxed to $E\le\varepsilon$.

The Lean statement records the three facts about $g$, $V$ and the energies.

```lean
/-- With two degenerate levels, `H0 = 0`, the state `(1, 0)` is an eigenstate of `H0` and not
of the potential that swaps the levels, yet every eigenstate of `H0` has the same energy. -/
theorem degenerate_no_loss :
    IsEigenstate (0 : Matrix (Fin 2) (Fin 2) ℂ) 0 ![1, 0] ∧
    (¬ ∃ v : ℝ, IsEigenstate !![0, 1; 1, 0] v ![1, 0]) ∧
    ∀ f ε, IsEigenstate (0 : Matrix (Fin 2) (Fin 2) ℂ) ε f → ε = 0 := by
  refine ⟨⟨fun h => ?_, by simp⟩, ?_, ?_⟩
  · simpa using congrFun h 0
  · rintro ⟨v, -, h⟩
    simpa [Matrix.mulVec, dotProduct, Fin.sum_univ_two] using congrFun h 1
  · rintro f ε ⟨hf, h⟩
    rw [Matrix.zero_mulVec] at h
    exact Complex.ofReal_eq_zero.mp ((smul_eq_zero.mp h.symm).resolve_right hf)

end

end IndirectRIXS
```

```lean
#print axioms IndirectRIXS.energy_loss_iff
-- 'IndirectRIXS.energy_loss_iff' depends on axioms: [propext, Classical.choice, Quot.sound]
#print axioms IndirectRIXS.degenerate_no_loss
-- 'IndirectRIXS.degenerate_no_loss' depends on axioms: [propext, Classical.choice, Quot.sound]
```
